# The best trial function 1/(x² + b²) gives the oscillator p²/2 + x²/2 energy 1/√2, not 1/2

In units $\hbar=m=\omega=1$, the kinetic energy of a normalised, smooth real wave function is the integral of $-\psi\psi''/2$ or, if the boundary terms of an integration by parts vanish, of $\psi'^2/2$. The second form is used here because it needs only one derivative. For a real function $\psi$ that is not identically zero and need not be normalised, the energy is

$$E[\psi]=\frac{K+P}{2N},\qquad K=\int\psi'^2,\quad P=\int x^2\psi^2,\quad N=\int\psi^2,$$

with all integrals over the real line.

```lean
import Mathlib

open MeasureTheory Filter Topology

namespace OscillatorWrongTails

noncomputable section
```

A function is admissible if it is differentiable everywhere and these three integrals converge. Complex functions and functions with a kink, such as $e^{-|x|}$, are therefore left out.

```lean
/-- Real wave functions on the line that are differentiable and have finite norm, finite
mean square position and finite kinetic energy. -/
structure Admissible (ψ : ℝ → ℝ) : Prop where
  diff : Differentiable ℝ ψ
  norm : Integrable fun x => ψ x ^ 2
  pot : Integrable fun x => x ^ 2 * ψ x ^ 2
  kin : Integrable fun x => deriv ψ x ^ 2
```

`energy` is the quotient $E[\psi]$, with `deriv ψ` for $\psi'$. Lean gives a non-integrable function the integral zero, so a value of `energy` need not be a physical energy when one of the integrals diverges. The theorems below therefore use it for admissible functions that are not identically zero. No Hamiltonian operator is constructed: the exact energy $1/2$ will appear as the minimum of this quotient.

```lean
/-- The Rayleigh quotient of the oscillator `p^2/2 + x^2/2` for a real wave function,
meant for admissible functions that are not identically zero. -/
def energy (ψ : ℝ → ℝ) : ℝ :=
  (1 / 2 * (∫ x, deriv ψ x ^ 2) + 1 / 2 * ∫ x, x ^ 2 * ψ x ^ 2) / ∫ x, ψ x ^ 2
```

## Two functions with different tails

The trial function $\psi_b(x)=1/(x^2+b^2)$, with width $b>0$, falls off as $x^{-2}$. It is left unnormalised, since the quotient divides by $N$.

```lean
/-- The trial function `1/(x^2 + b^2)` with algebraic tails, for a width `b ≠ 0`. -/
def trial (b x : ℝ) : ℝ := 1 / (x ^ 2 + b ^ 2)
```

The comparison function is the Gaussian $g(x)=e^{-x^2/2}$.

```lean
/-- The Gaussian `exp(-x^2/2)`. -/
def gaussian (x : ℝ) : ℝ := Real.exp (-x ^ 2 / 2)
```

## Integrals of powers of the trial function

By definition $(x^2+b^2)\psi_b=1$, and the quotient rule gives

$$\psi_b'=-\frac{2x}{(x^2+b^2)^2}=-2x\psi_b^2.$$

```lean
/-- For `b > 0` the trial function satisfies `(x^2 + b^2) ψ = 1` and `ψ' = -2 x ψ^2`. -/
theorem trial_deriv {b : ℝ} (hb : 0 < b) (x : ℝ) :
    (x ^ 2 + b ^ 2) * trial b x = 1 ∧
      HasDerivAt (trial b) (-(2 * x * trial b x ^ 2)) x := by
  have hne : x ^ 2 + b ^ 2 ≠ 0 := by positivity
  refine ⟨mul_one_div_cancel hne, ?_⟩
  have hD : HasDerivAt (fun y : ℝ => y ^ 2 + b ^ 2) (2 * x) x := by
    simpa using (hasDerivAt_pow 2 x).add_const (b ^ 2)
  refine ((hasDerivAt_const x (1 : ℝ)).fun_div hD hne).congr_deriv ?_
  simp only [trial, div_eq_mul_inv, ← inv_pow]
  ring
```

Substituting $x=bt$ gives

$$\int\psi_b=\frac1{b^2}\int\frac{dx}{1+(x/b)^2}=\frac1b\int\frac{dt}{1+t^2}=\frac{\pi}{b}.$$

Since $0<\psi_b\le 1/b^2$, each power is bounded by $1/b^2$ times the previous one. Induction then makes all positive powers integrable; in the code, `mono'` is this comparison.

```lean
/-- For `b > 0` all positive powers of the trial function are integrable, and the trial
function itself has integral `π/b`. -/
theorem trial_integrable {b : ℝ} (hb : 0 < b) :
    (∀ n : ℕ, Integrable fun x => trial b x ^ (n + 1)) ∧
      ∫ x, trial b x = Real.pi / b := by
  -- rescaling to unit width
  have key : trial b = fun x => 1 / b ^ 2 * (1 + (x / b) ^ 2)⁻¹ := by
    funext x
    have e : b ^ 2 * (1 + (x / b) ^ 2) = x ^ 2 + b ^ 2 := by
      obtain ⟨t, rfl⟩ : ∃ t, x = t * b := ⟨x / b, (div_mul_cancel₀ x hb.ne').symm⟩
      rw [mul_div_cancel_right₀ t hb.ne']
      ring
    rw [trial, ← e, one_div, one_div, mul_inv]
  constructor
  · intro n
    induction n with
    | zero =>
      simp only [zero_add, pow_one]
      have h := (integrable_inv_one_add_sq.comp_div hb.ne').const_mul (1 / b ^ 2)
      rw [key]
      exact h
    | succ n ih =>
      have hc : Continuous (trial b) :=
        continuous_iff_continuousAt.2 fun x => (trial_deriv hb x).2.continuousAt
      refine (ih.const_mul (1 / b ^ 2)).mono' (hc.pow _).aestronglyMeasurable
        (Eventually.of_forall fun x => ?_)
      have h0 : 0 < trial b x := by unfold trial; positivity
      have h1 : trial b x ≤ 1 / b ^ 2 :=
        one_div_le_one_div_of_le (by positivity) (by nlinarith [sq_nonneg x])
      rw [Real.norm_of_nonneg (pow_nonneg h0.le _), pow_succ' (trial b x) (n + 1)]
      exact mul_le_mul_of_nonneg_right h1 (pow_nonneg h0.le _)
  · have h : ∫ x : ℝ, (1 + (x / b) ^ 2)⁻¹ = b * Real.pi := by
      have h' := Measure.integral_comp_div (fun y : ℝ => (1 + y ^ 2)⁻¹) b
      rw [integral_univ_inv_one_add_sq, abs_of_pos hb, smul_eq_mul] at h'
      exact h'
    rw [key, integral_const_mul, h, div_mul_eq_mul_div,
      div_eq_div_iff (by positivity) (by positivity)]
    ring
```

For $n=0,1,2,\dots$, use $x^2\psi_b=1-b^2\psi_b$ in

$$\begin{aligned}(x\psi_b^{n+1})'&=\psi_b^{n+1}-2(n+1)x^2\psi_b^{n+2}\\&=2(n+1)b^2\psi_b^{n+2}-(2n+1)\psi_b^{n+1}.\end{aligned}$$

The function $x\psi_b^{n+1}$ vanishes at both ends: $x\psi_b=(1-b^2\psi_b)/x\to0$ on the right, and oddness gives the left. Integration yields

$$\int\psi_b^{n+2}=\frac{2n+1}{2(n+1)b^2}\int\psi_b^{n+1}.$$

The limits are `htop` and `hbot`, and `integral_of_hasDerivAt_of_tendsto` is the fundamental theorem of calculus on the whole line.

```lean
/-- For `b > 0` and a natural number `n`, the integral of `ψ^(n+2)` for the trial function `ψ` is
`(2n+1)/(2(n+1)b^2)` times the integral of `ψ^(n+1)`. -/
theorem integral_trial_pow_succ {b : ℝ} (hb : 0 < b) (n : ℕ) :
    ∫ x, trial b x ^ (n + 2) =
      (2 * (n : ℝ) + 1) / (2 * ((n : ℝ) + 1) * b ^ 2) * ∫ x, trial b x ^ (n + 1) := by
  have hd : ∀ x, HasDerivAt (fun y => y * trial b y ^ (n + 1))
      (2 * ((n : ℝ) + 1) * b ^ 2 * trial b x ^ (n + 2)
        - (2 * (n : ℝ) + 1) * trial b x ^ (n + 1)) x := by
    intro x
    obtain ⟨hu, h⟩ := trial_deriv hb x
    refine ((hasDerivAt_id' x).fun_mul (h.fun_pow (n + 1))).congr_deriv ?_
    rw [Nat.add_sub_cancel]
    push_cast
    linear_combination (-2 * ((n : ℝ) + 1) * trial b x ^ (n + 1)) * hu
  -- the boundary terms vanish
  have h2 : Tendsto (trial b) atTop (𝓝 0) := by
    have h := (tendsto_atTop_add_const_right atTop (b ^ 2)
      (tendsto_pow_atTop (α := ℝ) two_ne_zero)).inv_tendsto_atTop
    refine h.congr fun x => ?_
    simp [trial]
  have h1 : Tendsto (fun x => x * trial b x) atTop (𝓝 0) := by
    have h := (tendsto_inv_atTop_zero (𝕜 := ℝ)).mul ((h2.const_mul (b ^ 2)).const_sub 1)
    rw [zero_mul] at h
    refine h.congr' ((eventually_gt_atTop 0).mono fun x hx => ?_)
    have e : 1 - b ^ 2 * trial b x = x * (x * trial b x) := by
      linear_combination -(trial_deriv hb x).1
    rw [e, inv_mul_cancel_left₀ hx.ne']
  have htop : Tendsto (fun x => x * trial b x ^ (n + 1)) atTop (𝓝 0) := by
    have h := h1.mul (h2.pow n)
    rw [zero_mul] at h
    exact h.congr fun x => by ring
  have hbot : Tendsto (fun x => x * trial b x ^ (n + 1)) atBot (𝓝 0) := by
    have h := (htop.comp tendsto_neg_atBot_atTop).neg
    simpa [Function.comp_def, trial] using h
  have i1 := ((trial_integrable hb).1 (n + 1)).const_mul (2 * ((n : ℝ) + 1) * b ^ 2)
  have i2 := ((trial_integrable hb).1 n).const_mul (2 * (n : ℝ) + 1)
  have h := integral_of_hasDerivAt_of_tendsto hd (i1.sub i2) hbot htop
  rw [integral_sub i1 i2, integral_const_mul, integral_const_mul] at h
  rw [div_mul_eq_mul_div, eq_div_iff (by positivity)]
  linarith
```

## The trial energy and its minimum

The recursion gives

$$\int\psi_b^2=\frac{\pi}{2b^3},\qquad\int\psi_b^3=\frac{3\pi}{8b^5},\qquad\int\psi_b^4=\frac{5\pi}{16b^7}.$$

The other two densities reduce to powers of $\psi_b$:

$$\begin{aligned}P&=\int(\psi_b-b^2\psi_b^2)=\frac{\pi}{b}-\frac{\pi}{2b}=\frac{\pi}{2b},\\K&=\int4x^2\psi_b^4=\int(4\psi_b^3-4b^2\psi_b^4)=\frac{3\pi}{2b^5}-\frac{5\pi}{4b^5}=\frac{\pi}{4b^5}.\end{aligned}$$

These reductions are `hp` and `hk` in the code.

```lean
/-- For `b > 0` the trial function is admissible, with norm integral `π/(2b^3)`, position
integral `π/(2b)` and integrated squared slope `π/(4b^5)`. -/
theorem trial_integrals {b : ℝ} (hb : 0 < b) :
    Admissible (trial b) ∧ ∫ x, trial b x ^ 2 = Real.pi / (2 * b ^ 3) ∧
      ∫ x, x ^ 2 * trial b x ^ 2 = Real.pi / (2 * b) ∧
      ∫ x, deriv (trial b) x ^ 2 = Real.pi / (4 * b ^ 5) := by
  obtain ⟨hi, j1⟩ := trial_integrable hb
  have i1 : Integrable fun x => trial b x := by simpa using hi 0
  have i2 : Integrable fun x => trial b x ^ 2 := hi 1
  have i3 : Integrable fun x => trial b x ^ 3 := hi 2
  have i4 : Integrable fun x => trial b x ^ 4 := hi 3
  -- both densities are combinations of powers of the trial function
  have hp : (fun x => x ^ 2 * trial b x ^ 2) =
      fun x => trial b x - b ^ 2 * trial b x ^ 2 := by
    funext x
    linear_combination trial b x * (trial_deriv hb x).1
  have hk : (fun x => deriv (trial b) x ^ 2) =
      fun x => 4 * trial b x ^ 3 - 4 * b ^ 2 * trial b x ^ 4 := by
    funext x
    rw [(trial_deriv hb x).2.deriv]
    linear_combination 4 * trial b x ^ 3 * (trial_deriv hb x).1
  have j2 : ∫ x, trial b x ^ 2 = Real.pi / (2 * b ^ 3) := by
    have h := integral_trial_pow_succ hb 0
    simp only [zero_add, pow_one] at h
    rw [h, j1, div_mul_div_comm, div_eq_div_iff (by positivity) (by positivity)]
    push_cast
    ring
  have j3 : ∫ x, trial b x ^ 3 = 3 * Real.pi / (8 * b ^ 5) := by
    have h : ∫ x, trial b x ^ 3 = _ * ∫ x, trial b x ^ 2 := integral_trial_pow_succ hb 1
    rw [h, j2, div_mul_div_comm, div_eq_div_iff (by positivity) (by positivity)]
    push_cast
    ring
  have j4 : ∫ x, trial b x ^ 4 = 5 * Real.pi / (16 * b ^ 7) := by
    have h : ∫ x, trial b x ^ 4 = _ * ∫ x, trial b x ^ 3 := integral_trial_pow_succ hb 2
    rw [h, j3, div_mul_div_comm, div_eq_div_iff (by positivity) (by positivity)]
    push_cast
    ring
  refine ⟨⟨fun x => (trial_deriv hb x).2.differentiableAt, i2, ?_, ?_⟩, j2, ?_, ?_⟩
  · rw [hp]
    exact i1.sub (i2.const_mul _)
  · rw [hk]
    exact (i3.const_mul _).sub (i4.const_mul _)
  · rw [hp, integral_sub i1 (i2.const_mul _), integral_const_mul, j1, j2]
    field_simp
    ring
  · rw [hk, integral_sub (i3.const_mul _) (i4.const_mul _), integral_const_mul,
      integral_const_mul, j3, j4]
    field_simp
    ring
```

Division by $N=\pi/(2b^3)$ gives the normalised values $\langle x^2\rangle=b^2$ and $\langle p^2\rangle=1/(2b^2)$. Half their sum is

$$E[\psi_b]=\frac1{4b^2}+\frac{b^2}{2}.$$

```lean
/-- For `b > 0` the trial function has energy `1/(4b^2) + b^2/2`. -/
theorem trial_energy {b : ℝ} (hb : 0 < b) :
    energy (trial b) = 1 / (4 * b ^ 2) + b ^ 2 / 2 := by
  obtain ⟨-, hn, hp, hk⟩ := trial_integrals hb
  rw [energy, hn, hp, hk]
  have := Real.pi_pos
  field_simp
```

Put $s=1/\sqrt2$, so that $s^2=1/2$. Completing the square gives

$$\frac1{4b^2}+\frac{b^2}2-s=\frac{b^4-2sb^2+s^2}{2b^2}=\frac{(b^2-s)^2}{2b^2}.$$

The excess over $1/\sqrt2$ is never negative, and it vanishes exactly at $b^2=1/\sqrt2$.

```lean
/-- For `b > 0` the trial energy exceeds `1/√2` by `(b^2 - 1/√2)^2/(2b^2)`. -/
theorem trial_energy_excess {b : ℝ} (hb : 0 < b) :
    energy (trial b) - 1 / √2 = (b ^ 2 - 1 / √2) ^ 2 / (2 * b ^ 2) := by
  have hs : (1 / √2) ^ 2 = (1 / 2 : ℝ) := by
    rw [div_pow, Real.sq_sqrt (by norm_num), one_pow]
  have h : 1 / (4 * b ^ 2) * (2 * b ^ 2) = 1 / 2 := by
    rw [div_mul_eq_mul_div, div_eq_div_iff (by positivity) (by norm_num)]
    ring
  rw [trial_energy hb, eq_div_iff (by positivity)]
  generalize 1 / √2 = s at *
  linear_combination h - hs
```

## A lower bound for every admissible function

For admissible $\psi$, the derivative of $x\psi^2$ is $\psi^2+2x\psi\psi'$. The inequality $|uv|\le u^2+v^2$ shows that $x\psi\psi'$ and $x\psi^2$ are integrable. An integrable function with an integrable derivative has no boundary contribution, so

$$0=N+2\int x\psi\psi',\qquad\int x\psi\psi'=-\frac N2.$$

No separate decay condition on $\psi$ is needed.

```lean
/-- For an admissible wave function `x ψ ψ'` is integrable, and its integral is minus half
the norm integral. -/
theorem integral_position_slope {ψ : ℝ → ℝ} (h : Admissible ψ) :
    Integrable (fun x => x * ψ x * deriv ψ x) ∧
      ∫ x, x * ψ x * deriv ψ x = -(1 / 2) * ∫ x, ψ x ^ 2 := by
  have hc := h.diff.continuous
  have bound : ∀ u v : ℝ, |u * v| ≤ u ^ 2 + v ^ 2 := fun u v => abs_le.2
    ⟨by nlinarith [sq_nonneg (u + v), sq_nonneg u, sq_nonneg v],
     by nlinarith [sq_nonneg (u - v), sq_nonneg u, sq_nonneg v]⟩
  have i1 : Integrable fun x => x * ψ x * deriv ψ x := by
    refine (h.pot.add h.kin).mono' ((continuous_id.mul hc).measurable.mul
      (measurable_deriv ψ)).aestronglyMeasurable (Eventually.of_forall fun x => ?_)
    have hb := bound (x * ψ x) (deriv ψ x)
    rw [mul_pow] at hb
    exact hb
  have i2 : Integrable fun x => x * (ψ x * ψ x) := by
    refine (h.pot.add h.norm).mono' (continuous_id.mul (hc.mul hc)).aestronglyMeasurable
      (Eventually.of_forall fun x => ?_)
    have hb := bound (x * ψ x) (ψ x)
    rw [mul_pow, mul_assoc] at hb
    exact hb
  have hd : ∀ x, HasDerivAt (fun y => y * (ψ y * ψ y))
      (ψ x ^ 2 + 2 * (x * ψ x * deriv ψ x)) x := fun x =>
    ((hasDerivAt_id' x).fun_mul ((h.diff x).hasDerivAt.fun_mul
      (h.diff x).hasDerivAt)).congr_deriv (by ring)
  have h0 := integral_eq_zero_of_hasDerivAt_of_integrable hd
    (h.norm.add (i1.const_mul 2)) i2
  rw [integral_add h.norm (i1.const_mul 2), integral_const_mul] at h0
  exact ⟨i1, by linarith⟩
```

Expanding a square now gives

$$0\le\int(\psi'+x\psi)^2=K+P+2\int x\psi\psi'=K+P-N.$$

If $\psi$ is not identically zero, continuity makes $N>0$, and division by $2N$ gives $E[\psi]\ge1/2$.

```lean
/-- Every admissible wave function that is not identically zero has oscillator energy at
least `1/2`. -/
theorem half_le_energy {ψ : ℝ → ℝ} (h : Admissible ψ) (hψ : ψ ≠ 0) :
    1 / 2 ≤ energy ψ := by
  obtain ⟨x₀, hx₀⟩ := Function.ne_iff.1 hψ
  have hN : 0 < ∫ x, ψ x ^ 2 :=
    integral_pos_of_integrable_nonneg_nonzero (x := x₀) (h.diff.continuous.pow 2) h.norm
      (fun x => sq_nonneg (ψ x)) (pow_ne_zero 2 hx₀)
  obtain ⟨i1, hv⟩ := integral_position_slope h
  have hkp : Integrable fun x => deriv ψ x ^ 2 + x ^ 2 * ψ x ^ 2 := h.kin.add h.pot
  -- the square of `ψ' + x ψ` has a nonnegative integral
  have h0 : 0 ≤ ∫ x, (deriv ψ x ^ 2 + x ^ 2 * ψ x ^ 2 + 2 * (x * ψ x * deriv ψ x)) :=
    integral_nonneg fun x => by
      show 0 ≤ deriv ψ x ^ 2 + x ^ 2 * ψ x ^ 2 + 2 * (x * ψ x * deriv ψ x)
      nlinarith [sq_nonneg (deriv ψ x + x * ψ x)]
  rw [integral_add hkp (i1.const_mul 2), integral_add h.kin h.pot, integral_const_mul,
    hv] at h0
  rw [energy, le_div_iff₀ hN]
  linarith
```

The same argument with $\psi'+\lambda x\psi$, for real $\lambda$, gives $K-\lambda N+\lambda^2P\ge0$. A quadratic that is never negative has no positive discriminant, so $KP\ge N^2/4$, which for $\psi$ not identically zero says $\langle x^2\rangle\langle p^2\rangle\ge1/4$. When the mean position is zero, this is the position-momentum uncertainty relation, since the mean momentum of a real $\psi$ is zero. This neighbouring inequality is derived only in the prose.

## The Gaussian reaches the bound

Since $g'=-xg$, the Gaussian has $K=P$, and the integration by parts above becomes $-P=-N/2$. Hence $K=P=N/2$ and $E[g]=1/2$.

```lean
/-- The Gaussian `exp(-x^2/2)` is admissible and has oscillator energy `1/2`. -/
theorem gaussian_energy : Admissible gaussian ∧ energy gaussian = 1 / 2 := by
  have hd : ∀ x, HasDerivAt gaussian (-(x * gaussian x)) x := by
    intro x
    have h : HasDerivAt (fun y : ℝ => -y ^ 2 / 2) (-x) x :=
      ((hasDerivAt_pow 2 x).fun_neg.div_const 2).congr_deriv (by norm_num; ring)
    exact h.exp.congr_deriv (by unfold gaussian; ring)
  have hsq : ∀ x, gaussian x ^ 2 = Real.exp (-1 * x ^ 2) := by
    intro x
    rw [gaussian, sq (Real.exp _), ← Real.exp_add]
    congr 1
    ring
  have hk : (fun x => deriv gaussian x ^ 2) = fun x => x ^ 2 * gaussian x ^ 2 := by
    funext x
    rw [(hd x).deriv]
    ring
  have ip : Integrable fun x => x ^ 2 * gaussian x ^ 2 := by
    have h := integrable_rpow_mul_exp_neg_mul_sq one_pos (s := 2) (by norm_num)
    simp only [Real.rpow_two] at h
    simp only [hsq]
    exact h
  have ha : Admissible gaussian := by
    refine ⟨fun x => (hd x).differentiableAt, ?_, ip, ?_⟩
    · simp only [hsq]
      exact integrable_exp_neg_mul_sq one_pos
    · rw [hk]
      exact ip
  have hN : 0 < ∫ x, gaussian x ^ 2 := by
    simp only [hsq]
    rw [integral_gaussian]
    exact Real.sqrt_pos.2 (by positivity)
  have hv := (integral_position_slope ha).2
  have e : (fun x => x * gaussian x * deriv gaussian x) =
      fun x => -(x ^ 2 * gaussian x ^ 2) := by
    funext x
    rw [(hd x).deriv]
    ring
  rw [e, integral_neg] at hv
  refine ⟨ha, ?_⟩
  rw [energy, hk, div_eq_iff hN.ne']
  linarith
```

## The gap between the two minima

In the final theorem, `IsLeast` says that a number belongs to a set and is a lower bound for it. The first set contains the energies of $\psi_b$ for all $b>0$ (`Set.Ioi 0`), and its least element is $1/\sqrt2$. The second contains the energies of all admissible functions other than the zero function, and its least element is $1/2$. The last part is the strict inequality between them.

The proof inserts $b=\sqrt{1/\sqrt2}$ into the completed square for the first minimum, and uses the Gaussian and the general bound for the second.

```lean
/-- The least energy of the trial functions `1/(x^2 + b^2)` with `b > 0` is `1/√2`, strictly
above `1/2`, the least energy of all nonzero admissible wave functions. -/
theorem wrong_tails_cost_energy :
    IsLeast ((fun b => energy (trial b)) '' Set.Ioi 0) (1 / √2) ∧
      IsLeast (energy '' {ψ | Admissible ψ ∧ ψ ≠ 0}) (1 / 2) ∧
      (1 / 2 : ℝ) < 1 / √2 := by
  refine ⟨⟨?_, ?_⟩, ⟨?_, ?_⟩, ?_⟩
  · -- the optimal width has `b^2 = 1/√2`
    have hb : 0 < √(1 / √2) := Real.sqrt_pos.2 (by positivity)
    refine ⟨√(1 / √2), hb, ?_⟩
    have h := trial_energy_excess hb
    rw [Real.sq_sqrt (by positivity), sub_self, zero_pow two_ne_zero, zero_div] at h
    exact sub_eq_zero.1 h
  · rintro _ ⟨b, hb, rfl⟩
    have hb' : 0 < b := hb
    have h : 0 ≤ energy (trial b) - 1 / √2 := by
      rw [trial_energy_excess hb']
      positivity
    exact sub_nonneg.1 h
  · refine ⟨gaussian, ⟨gaussian_energy.1, fun h => ?_⟩, gaussian_energy.2⟩
    have h0 := congrFun h 0
    simp [gaussian] at h0
  · rintro _ ⟨ψ, ⟨h, hψ⟩, rfl⟩
    exact half_le_energy h hψ
  · exact one_div_lt_one_div_of_lt (by positivity)
      ((Real.sqrt_lt' (by norm_num)).2 (by norm_num))

end

end OscillatorWrongTails
```

```lean
#print axioms OscillatorWrongTails.trial_energy
#print axioms OscillatorWrongTails.wrong_tails_cost_energy
```

```
'OscillatorWrongTails.trial_energy' depends on axioms: [propext, Classical.choice, Quot.sound]
'OscillatorWrongTails.wrong_tails_cost_energy' depends on axioms: [propext, Classical.choice, Quot.sound]
```

In this one-particle, one-parameter model, a fully optimised width still leaves the energy about 41% too high, so convergence of a variational parameter says nothing by itself about the error due to the functional form. The theorem compares total energies; it does not divide the excess between the tails and the shape near the origin.
